# Bogoliubov diagonalisation of a pairing Hamiltonian for two fermionic modes

A mean-field calculation of a superconductor can sum quasiparticle energies once the Hamiltonian of each pair of states with opposite momentum and spin has been rewritten as two independent quasiparticles plus a constant. The file below proves this rewriting for a single such pair, given amplitudes that satisfy three algebraic conditions.

```lean
import Mathlib

open Matrix

namespace FermionicBogoliubov

noncomputable section

variable {A : Type*} [Ring A] [StarRing A]

/-- The canonical anticommutation relations for two fermionic modes with annihilation
operators `a` and `b`; the star is the adjoint. -/
structure IsCAR (a b : A) : Prop where
  aa : a * a = 0
  bb : b * b = 0
  ab : a * b + b * a = 0
  aa_star : a * star a + star a * a = 1
  bb_star : b * star b + star b * b = 1
  ab_star : a * star b + star b * a = 0

/-- The anticommutation relations do not depend on the order of the two modes. -/
theorem IsCAR.symm {a b : A} (h : IsCAR a b) : IsCAR b a := by
  refine ⟨h.bb, h.aa, ?_, h.bb_star, h.aa_star, ?_⟩
  · rw [add_comm]
    exact h.ab
  · have h1 := congrArg star h.ab_star
    simpa only [star_add, star_mul, star_star, star_zero] using h1

/-- For two fermionic modes, the commutator of the total number operator with the creation
operator of the first mode is that creation operator. -/
theorem number_raise {a b : A} (h : IsCAR a b) :
    (star a * a + star b * b) * star a - star a * (star a * a + star b * b) = star a := by
  have sa : star a * star a = 0 := by rw [← star_mul, h.aa, star_zero]
  have sab : star b * star a + star a * star b = 0 := by
    have h1 := congrArg star h.ab
    simpa only [star_add, star_mul, star_zero] using h1
  linear_combination (norm := noncomm_ring)
    star a * h.aa_star - sa * a - sa * a + star b * h.symm.ab_star - sab * b

/-- A complex amplitude times its conjugate is its squared modulus. -/
theorem mul_star_eq (z : ℂ) : z * star z = (‖z‖ : ℂ) ^ 2 := by
  have h := Complex.mul_conj z
  rw [Complex.normSq_eq_norm_sq] at h
  push_cast at h
  exact h

variable [Algebra ℂ A]

/-- The first quasiparticle operator, `p = ū a - v b*`. -/
def quasiP (u v : ℂ) (a b : A) : A := star u • a - v • star b

/-- The second quasiparticle operator, `q = ū b + v a*`. -/
def quasiQ (u v : ℂ) (a b : A) : A := star u • b + v • star a

/-- The pairing Hamiltonian `ξ (a*a + b*b) - (Δ a*b* + Δ̄ b a)` of two modes with
single-particle energy `ξ` and complex gap `Δ`. -/
def pairHamiltonian (ξ : ℝ) (Δ : ℂ) (a b : A) : A :=
  (ξ : ℂ) • (star a * a + star b * b) - (Δ • (star a * star b) + star Δ • (b * a))

variable [StarModule ℂ A]

/-- If `|u|² + |v|² = 1`, the quasiparticle operators of two fermionic modes again satisfy
the canonical anticommutation relations. -/
theorem quasi_isCAR {a b : A} (h : IsCAR a b) {u v : ℂ} (hn : ‖u‖ ^ 2 + ‖v‖ ^ 2 = 1) :
    IsCAR (quasiP u v a b) (quasiQ u v a b) := by
  have hn' : u * star u + v * star v = 1 := by
    rw [mul_star_eq u, mul_star_eq v]
    exact_mod_cast hn
  have sa : star a * star a = 0 := by rw [← star_mul, h.aa, star_zero]
  have sb : star b * star b = 0 := by rw [← star_mul, h.bb, star_zero]
  have sab : star b * star a + star a * star b = 0 := by
    have h1 := congrArg star h.ab
    simpa only [star_add, star_mul, star_zero] using h1
  -- expand each product, then collect the anticommutators of the original modes
  refine ⟨?_, ?_, ?_, ?_, ?_, ?_⟩ <;>
    simp only [quasiP, quasiQ, star_sub, star_add, star_smul, star_star, mul_add, add_mul,
      mul_sub, sub_mul, smul_mul_assoc, mul_smul_comm]
  · linear_combination (norm := module)
      (star u * star u) • h.aa - (star u * v) • h.ab_star + (v * v) • sb
  · linear_combination (norm := module)
      (star u * star u) • h.bb + (star u * v) • h.symm.ab_star + (v * v) • sa
  · linear_combination (norm := module) (star u * star u) • h.ab
      + (star u * v) • h.aa_star - (star u * v) • h.bb_star - (v * v) • sab
  · linear_combination (norm := module) (u * star u) • h.aa_star
      - (star u * star v) • h.ab - (u * v) • sab + (v * star v) • h.bb_star + hn' • (1 : A)
  · linear_combination (norm := module) (u * star u) • h.bb_star
      + (star u * star v) • h.ab + (u * v) • sab + (v * star v) • h.aa_star + hn' • (1 : A)
  · linear_combination (norm := module) (u * star u - v * star v) • h.ab_star
      + (2 * star u * star v) • h.aa - (2 * u * v) • sb

/-- If `|u|² + |v|² = 1`, the original operators are recovered from the quasiparticles as
`a = u p + v q*` and `b = u q - v p*`. -/
theorem inverse_transformation (a b : A) {u v : ℂ} (hn : ‖u‖ ^ 2 + ‖v‖ ^ 2 = 1) :
    u • quasiP u v a b + v • star (quasiQ u v a b) = a ∧
      u • quasiQ u v a b - v • star (quasiP u v a b) = b := by
  have hn' : u * star u + v * star v = 1 := by
    rw [mul_star_eq u, mul_star_eq v]
    exact_mod_cast hn
  constructor <;> simp only [quasiP, quasiQ, star_sub, star_add, star_smul, star_star]
  · linear_combination (norm := module) hn' • a
  · linear_combination (norm := module) hn' • b

/-- Bogoliubov diagonalisation: for two fermionic modes, real `E ≠ 0` and amplitudes with
`|u|² + |v|² = 1`, `|u|² - |v|² = ξ/E` and `2uv = Δ/E`, the pairing Hamiltonian equals
`E (p*p + q*q) + ξ - E`. -/
theorem bogoliubov_diagonalisation {a b : A} (h : IsCAR a b) {u v Δ : ℂ} {ξ E : ℝ}
    (hE : E ≠ 0) (hn : ‖u‖ ^ 2 + ‖v‖ ^ 2 = 1) (hξ : ‖u‖ ^ 2 - ‖v‖ ^ 2 = ξ / E)
    (hΔ : 2 * u * v = Δ / E) :
    pairHamiltonian ξ Δ a b =
      (E : ℂ) • (star (quasiP u v a b) * quasiP u v a b
        + star (quasiQ u v a b) * quasiQ u v a b) + ((ξ : ℂ) - E) • (1 : A) := by
  have hE' : (E : ℂ) ≠ 0 := by exact_mod_cast hE
  have hn' : u * star u + v * star v = 1 := by
    rw [mul_star_eq u, mul_star_eq v]
    exact_mod_cast hn
  have hr : E * (‖u‖ ^ 2 - ‖v‖ ^ 2) = ξ := by rw [hξ]; field_simp
  have hξ' : (E : ℂ) * (u * star u - v * star v) = ξ := by
    rw [mul_star_eq u, mul_star_eq v]
    exact_mod_cast hr
  have hΔ' : (E : ℂ) * (2 * u * v) = Δ := by rw [hΔ]; field_simp
  have hEs : star (E : ℂ) = E := Complex.conj_ofReal E
  have h2 : star (2 : ℂ) = 2 := by simp
  have hΔs : (E : ℂ) * (2 * star u * star v) = star Δ := by
    rw [← hΔ']
    simp only [star_mul', hEs, h2]
  -- the constant left by normal ordering
  have hc : (ξ : ℂ) - E + 2 * E * (v * star v) = 0 := by
    linear_combination (E : ℂ) * hn' - hξ'
  have sab : star b * star a + star a * star b = 0 := by
    have h1 := congrArg star h.ab
    simpa only [star_add, star_mul, star_zero] using h1
  simp only [pairHamiltonian, quasiP, quasiQ, star_sub, star_add, star_smul, star_star,
    mul_add, add_mul, mul_sub, sub_mul, smul_mul_assoc, mul_smul_comm]
  linear_combination (norm := module)
    hΔ' • (star a * star b) + hΔs • (b * a) - hξ' • (star a * a + star b * b)
      - hc • (1 : A) - (E * (v * star v)) • h.aa_star - (E * (v * star v)) • h.bb_star
      - (E * (u * v)) • sab - (E * (star u * star v)) • h.ab

/-- Under the conditions of the diagonalisation, the commutator of the pairing Hamiltonian
with each quasiparticle creation operator is `E` times that operator. -/
theorem excitation_energy {a b : A} (h : IsCAR a b) {u v Δ : ℂ} {ξ E : ℝ}
    (hE : E ≠ 0) (hn : ‖u‖ ^ 2 + ‖v‖ ^ 2 = 1) (hξ : ‖u‖ ^ 2 - ‖v‖ ^ 2 = ξ / E)
    (hΔ : 2 * u * v = Δ / E) :
    pairHamiltonian ξ Δ a b * star (quasiP u v a b)
        - star (quasiP u v a b) * pairHamiltonian ξ Δ a b = (E : ℂ) • star (quasiP u v a b) ∧
      pairHamiltonian ξ Δ a b * star (quasiQ u v a b)
        - star (quasiQ u v a b) * pairHamiltonian ξ Δ a b
          = (E : ℂ) • star (quasiQ u v a b) := by
  have hp := number_raise (quasi_isCAR h hn)
  have hq := number_raise (quasi_isCAR h hn).symm
  rw [add_comm] at hq
  rw [bogoliubov_diagonalisation h hE hn hξ hΔ]
  constructor <;> rw [add_mul, mul_add, smul_mul_assoc, smul_mul_assoc, mul_smul_comm,
    mul_smul_comm, one_mul, mul_one]
  · linear_combination (norm := module) (E : ℂ) • hp
  · linear_combination (norm := module) (E : ℂ) • hq

/-- For `E ≠ 0`, the three conditions on the amplitudes imply the quasiparticle dispersion
relation `E² = ξ² + |Δ|²`. -/
theorem dispersion {u v Δ : ℂ} {ξ E : ℝ} (hE : E ≠ 0) (hn : ‖u‖ ^ 2 + ‖v‖ ^ 2 = 1)
    (hξ : ‖u‖ ^ 2 - ‖v‖ ^ 2 = ξ / E) (hΔ : 2 * u * v = Δ / E) :
    E ^ 2 = ξ ^ 2 + ‖Δ‖ ^ 2 := by
  have hE' : (E : ℂ) ≠ 0 := by exact_mod_cast hE
  have hr : E * (‖u‖ ^ 2 - ‖v‖ ^ 2) = ξ := by rw [hξ]; field_simp
  have hΔ' : (E : ℂ) * (2 * u * v) = Δ := by rw [hΔ]; field_simp
  have hnorm : ‖Δ‖ = |E| * (2 * ‖u‖ * ‖v‖) := by
    rw [← hΔ']
    simp
  rw [hnorm, ← hr, mul_pow |E|, sq_abs]
  linear_combination (-E ^ 2 * (‖u‖ ^ 2 + ‖v‖ ^ 2 + 1)) * hn

/-- The diagonalisation for real gap and real amplitudes: with `E ≠ 0`, `u² + v² = 1`,
`u² - v² = ξ/E`, `2uv = Δ/E`, `p = u a - v b*` and `q = u b + v a*`, one has
`ξ (a*a + b*b) - Δ (a*b* + b a) = E (p*p + q*q) + ξ - E`. -/
theorem real_diagonalisation {a b p q : A} (h : IsCAR a b) {u v Δ ξ E : ℝ}
    (hE : E ≠ 0) (hn : u ^ 2 + v ^ 2 = 1) (hξ : u ^ 2 - v ^ 2 = ξ / E)
    (hΔ : 2 * u * v = Δ / E) (hp : p = (u : ℂ) • a - (v : ℂ) • star b)
    (hq : q = (u : ℂ) • b + (v : ℂ) • star a) :
    (ξ : ℂ) • (star a * a + star b * b) - (Δ : ℂ) • (star a * star b + b * a) =
      (E : ℂ) • (star p * p + star q * q) + ((ξ : ℂ) - E) • (1 : A) := by
  have hs : ∀ x : ℝ, star (x : ℂ) = x := fun x => Complex.conj_ofReal x
  have key := bogoliubov_diagonalisation h (u := (u : ℂ)) (v := (v : ℂ)) (Δ := (Δ : ℂ))
    hE (by simpa using hn) (by simpa using hξ) (by exact_mod_cast hΔ)
  simp only [pairHamiltonian, quasiP, quasiQ, hs] at key
  rw [hp, hq, smul_add (Δ : ℂ)]
  exact key

/-- Annihilation operator of the first mode in the occupation basis `00, 01, 10, 11`. -/
def modeA : Matrix (Fin 4) (Fin 4) ℂ :=
  !![0, 0, 1, 0; 0, 0, 0, 1; 0, 0, 0, 0; 0, 0, 0, 0]

/-- Annihilation operator of the second mode in the same basis, with the fermionic sign. -/
def modeB : Matrix (Fin 4) (Fin 4) ℂ :=
  !![0, 1, 0, 0; 0, 0, 0, 0; 0, 0, 0, -1; 0, 0, 0, 0]

/-- The two explicit matrices are fermionic modes, and `u = 4/5`, `v = 3i/5` meet the
conditions on the amplitudes for `ξ = 7`, `Δ = 24i`, `E = 25`. -/
theorem bogoliubov_witness :
    IsCAR modeA modeB ∧
      ‖(4 / 5 : ℂ)‖ ^ 2 + ‖(3 / 5 * Complex.I : ℂ)‖ ^ 2 = 1 ∧
      ‖(4 / 5 : ℂ)‖ ^ 2 - ‖(3 / 5 * Complex.I : ℂ)‖ ^ 2 = 7 / 25 ∧
      2 * (4 / 5 : ℂ) * (3 / 5 * Complex.I) = 24 * Complex.I / 25 := by
  refine ⟨?_, ?_, ?_, ?_⟩
  · -- write products and adjoints entrywise before inserting the matrices
    constructor <;> ext i j <;>
      simp only [Matrix.add_apply, Matrix.mul_apply, Fin.sum_univ_four,
        Matrix.star_eq_conjTranspose, Matrix.conjTranspose_apply] <;>
      fin_cases i <;> fin_cases j <;> simp [modeA, modeB]
  · norm_num
  · norm_num
  · ring

end

end FermionicBogoliubov
```

```lean
#print axioms FermionicBogoliubov.bogoliubov_diagonalisation
-- 'FermionicBogoliubov.bogoliubov_diagonalisation' depends on axioms: [propext, Classical.choice, Quot.sound]
#print axioms FermionicBogoliubov.excitation_energy
-- 'FermionicBogoliubov.excitation_energy' depends on axioms: [propext, Classical.choice, Quot.sound]
#print axioms FermionicBogoliubov.dispersion
-- 'FermionicBogoliubov.dispersion' depends on axioms: [propext, Classical.choice, Quot.sound]
#print axioms FermionicBogoliubov.real_diagonalisation
-- 'FermionicBogoliubov.real_diagonalisation' depends on axioms: [propext, Classical.choice, Quot.sound]
```

## The operator identity and its conditions

Let \(a\) and \(b\) be the annihilation operators of two fermionic modes, and write \(^*\) for the adjoint. The Hamiltonian, `pairHamiltonian ξ Δ a b`, is

\[
H=\xi\,(a^*a+b^*b)-(\Delta\,a^*b^*+\bar\Delta\,ba),
\]

with a real single-particle energy \(\xi\) and a complex gap \(\Delta\). For complex amplitudes \(u,v\), the operators `quasiP` and `quasiQ` are

\[
p=\bar u\,a-v\,b^*,\qquad q=\bar u\,b+v\,a^*.
\]

The theorem `bogoliubov_diagonalisation` takes a real \(E\neq0\) and the conditions

\[
|u|^2+|v|^2=1,\qquad |u|^2-|v|^2=\frac{\xi}{E},\qquad 2uv=\frac{\Delta}{E},
\]

which are the hypotheses `hn`, `hξ` and `hΔ`. It concludes that

\[
H=E\,(p^*p+q^*q)+\xi-E .
\]

The theorem `real_diagonalisation` is the case of real \(u,v,\Delta\), where the pairing term in \(H\) becomes \(-\Delta(a^*b^*+ba)\).

## What the objects stand for

In a superconductor, \(a\) and \(b\) would typically remove electrons from the states \((\mathbf k,\uparrow)\) and \((-\mathbf k,\downarrow)\). The energy \(\xi\) is measured from the chemical potential and is the same for both modes. The gap \(\Delta\) is the mean field that creates and destroys pairs. Here it is a given number: no self-consistency equation determines it, and the constant left over from the mean-field decoupling of an interaction is absent from \(H\).

The operators live in `A`, a ring with an adjoint and compatible complex scalars. There is no Hilbert space or norm, so the identities apply to matrices on Fock space and equally to the two modes inside a larger system. The structure `IsCAR` lists the anticommutation relations. With \(\{x,y\}=xy+yx\), they are

\[
a^2=b^2=0,\quad \{a,b\}=0,\quad \{a,a^*\}=\{b,b^*\}=1,\quad \{a,b^*\}=0 .
\]

In Lean, `star` is the adjoint on operators and complex conjugation on numbers, and `•` multiplies an operator by a number. The constant \(\xi-E\) therefore appears as a multiple of `(1 : A)`.

The amplitudes are assumed and not constructed from \(\xi\) and \(\Delta\). The sign of \(E\) is also left open; the usual physical choice is \(E>0\), for which quasiparticles cost energy.

## The quasiparticles are fermions

Expanding the anticommutators of \(p\) and \(q\) leaves only those of \(a\) and \(b\):

\[
\begin{aligned}
p^2&=\bar u^2a^2-\bar uv\{a,b^*\}+v^2(b^*)^2=0,\\
q^2&=\bar u^2b^2+\bar uv\{b,a^*\}+v^2(a^*)^2=0,\\
\{p,q\}&=\bar u^2\{a,b\}+\bar uv\{a,a^*\}-\bar uv\{b,b^*\}-v^2\{a^*,b^*\}=0,\\
\{p,p^*\}&=|u|^2\{a,a^*\}-\bar u\bar v\{a,b\}-uv\{a^*,b^*\}+|v|^2\{b,b^*\}=1,\\
\{q,q^*\}&=|u|^2\{b,b^*\}+\bar u\bar v\{a,b\}+uv\{a^*,b^*\}+|v|^2\{a,a^*\}=1,\\
\{p,q^*\}&=(|u|^2-|v|^2)\{a,b^*\}+2\bar u\bar v\,a^2-2uv\,(b^*)^2=0 .
\end{aligned}
\]

This is `quasi_isCAR`. Its six `linear_combination` calls correspond to these six lines and use the displayed coefficients. The value 1 in the fourth and fifth lines needs the normalisation \(|u|^2+|v|^2=1\), which enters there as `hn'`. The tactic `module` then compares the scalar coefficients of each operator product. The relations among creation operators, such as `sab`, come from taking adjoints, while `IsCAR.symm` supplies the relations with the modes exchanged. The lemma `mul_star_eq` turns \(|u|^2\) into \(u\bar u\), the form that the expansion produces.

Normalisation also makes the transformation invertible:

\[
\begin{aligned}
up+vq^*&=|u|^2a-uv\,b^*+uv\,b^*+|v|^2a=a,\\
uq-vp^*&=|u|^2b+uv\,a^*-uv\,a^*+|v|^2b=b .
\end{aligned}
\]

These two equations form `inverse_transformation`, which needs no anticommutation relations.

## Reordering gives the diagonal form

The two quasiparticle number operators expand to

\[
\begin{aligned}
p^*p&=|u|^2a^*a-uv\,a^*b^*-\bar u\bar v\,ba+|v|^2bb^*,\\
q^*q&=|u|^2b^*b+uv\,b^*a^*+\bar u\bar v\,ab+|v|^2aa^* .
\end{aligned}
\]

Now use \(b^*a^*=-a^*b^*\), \(ab=-ba\), \(aa^*=1-a^*a\) and \(bb^*=1-b^*b\). The sum becomes

\[
p^*p+q^*q=(|u|^2-|v|^2)(a^*a+b^*b)-2uv\,a^*b^*-2\bar u\bar v\,ba+2|v|^2 .
\]

Multiply by \(E\). The second condition turns the first coefficient into \(\xi\), and the third, with its complex conjugate, turns the pairing coefficients into \(-\Delta\) and \(-\bar\Delta\). Subtracting the second condition from the first gives \(2E|v|^2=E-\xi\). Hence \(E(p^*p+q^*q)=H+E-\xi\), which is the claim.

In the Lean proof, `hξ'`, `hΔ'` and `hΔs` are the conditions multiplied through by \(E\), the last one conjugated, and `hc` is the equation for the constant. The final `linear_combination` adds these to the reordering rules: `h.aa_star` and `h.bb_star` carry the coefficient \(-E|v|^2\), while `sab` and `h.ab` flip the order in the pairing terms. The real version inserts real numbers into this theorem and removes the conjugations.

## The excitation energy and the dispersion relation

For two fermionic modes, the total number operator \(N=a^*a+b^*b\) satisfies \([N,a^*]=a^*\). Indeed, \((a^*)^2=0\) gives

\[
a^*aa^*=a^*(1-a^*a)=a^*,\qquad a^*a^*a=0,
\]

and two sign changes give \(b^*ba^*=-b^*a^*b=a^*b^*b\), so the second mode contributes nothing. This is `number_raise`.

Since \(p\) and \(q\) are fermionic modes too, the same lemma applies to them. The constant in \(H\) commutes with everything, and therefore

\[
[H,p^*]=E\,p^*,\qquad [H,q^*]=E\,q^* .
\]

The theorem `excitation_energy` proves this by rewriting \(H\) in diagonal form and multiplying the two number commutators by \(E\). Applied to an eigenstate of \(H\) with energy \(\varepsilon\), \(p^*\) or \(q^*\) therefore gives either zero or an eigenstate with energy \(\varepsilon+E\).

The three conditions on the amplitudes also fix \(E^2\) in terms of \(\xi\) and \(\Delta\), without any use of the operators. The conditions give \(\xi=E(|u|^2-|v|^2)\) and \(|\Delta|=2|E||u||v|\), so

\[
\xi^2+|\Delta|^2=E^2\big[(|u|^2-|v|^2)^2+4|u|^2|v|^2\big]=E^2(|u|^2+|v|^2)^2=E^2 .
\]

This is `dispersion`; its last line uses normalisation to replace the squared sum by 1. With \(E>0\), it is the familiar \(E=\sqrt{\xi^2+|\Delta|^2}\), which at \(\xi=0\) leaves the excitation energy \(|\Delta|\).

## A four-state example with a complex gap

The theorem `bogoliubov_witness` gives a concrete case in which all the assumptions are met. The matrices `modeA` and `modeB` act on the occupation states \(00,01,10,11\), with the first digit counting the mode \(a\). The entry \(-1\) in `modeB` is the fermionic sign from moving \(b\) past an occupied first mode. The anticommutation relations are checked entry by entry.

The amplitudes are \(u=4/5\) and \(v=3i/5\), with \(\xi=7\), \(\Delta=24i\) and \(E=25\) in a common energy unit. Then \(|u|^2=16/25\) and \(|v|^2=9/25\), which add to 1 and differ by \(7/25\), while \(2uv=24i/25\). The constant in the diagonal form is \(\xi-E=-18\).
